# Trace of the echo matrix for symmetric two-site exchange, and its eigenvalues in fast exchange

A nuclear spin hops between two equally populated sites whose precession frequencies lie at $+D$ and $-D$ about their mean. A refocusing pulse reverses the phase gathered from a fixed offset, but a spin that changes site between excitation and echo is in general left with a residual phase. How much magnetisation survives, and how does that depend on the delay $t$?

```lean
import Mathlib

open Matrix NormedSpace

namespace CPMGExchangeEcho

noncomputable section
```

## Precession, exchange and the pulse

Let $m=(m_1,m_2)$ be the complex transverse magnetisations of the sites. With hopping rate $k$ in each direction, $\dot m=Lm$, where

$$L=\begin{pmatrix} iD-k & k\\ k& -iD-k\end{pmatrix}.$$

Here $D$ is half the angular-frequency difference between the sites, and the textbook exchange rate $k_{\rm ex}$ is $2k$. Relaxation within each site is left out.

```lean
/-- Generator of transverse magnetisation for two sites with offsets `D` and `-D`
that exchange at rate `k`. -/
def exchangeMatrix (k D : ℝ) : Matrix (Fin 2) (Fin 2) ℂ :=
  !![Complex.I * D - k, (k : ℂ); (k : ℂ), -(Complex.I * D) - k]
```

Free evolution for a time $t$ is $E=e^{tL}$. In Lean this is `NormedSpace.exp`, the actual matrix exponential.

```lean
/-- Free evolution under precession and exchange during a delay `t`. -/
def propagator (k D t : ℝ) : Matrix (Fin 2) (Fin 2) ℂ :=
  NormedSpace.exp ((t : ℂ) • exchangeMatrix k D)
```

The echo matrix is $E\bar E$, where the bar conjugates each entry without transposing.

```lean
/-- The echo matrix `E conj(E)` belonging to a free evolution `E`. -/
def echoMatrix (E : Matrix (Fin 2) (Fin 2) ℂ) : Matrix (Fin 2) (Fin 2) ℂ :=
  E * E.map (starRingEnd ℂ)
```

An ideal pulse replaces $m$ by $\bar m$. Delay, pulse and delay therefore give

$$m\;\mapsto\; E\,\overline{Em}=E\bar E\,\bar m .$$

Repeating this block gives the Carr–Purcell–Meiboom–Gill (CPMG) pulse train, after which the theorems below are named. The pulses of that train are $2t$ apart, and two blocks take $m$ to $E\bar E^2E\,m$. This has the eigenvalues of $\bar E^2E^2$, the product $\bar FF$ for the free evolution $F=E^2$ over the whole interval $2t$. That a real pulse acts as this instantaneous, perfect conjugation is the physical assumption behind the model. The proof compares the two components of $\overline{Em}$ and $\bar E\bar m$.

```lean
/-- Evolution, a refocusing pulse that conjugates the magnetisation, and the same evolution
again amount to the echo matrix acting on the conjugate of the initial magnetisation. -/
theorem echo_sequence (E : Matrix (Fin 2) (Fin 2) ℂ) (m : Fin 2 → ℂ) :
    E *ᵥ star (E *ᵥ m) = echoMatrix E *ᵥ star m := by
  have h : star (E *ᵥ m) = E.map (starRingEnd ℂ) *ᵥ star m := by
    ext i
    fin_cases i <;> simp [Matrix.mulVec, dotProduct, Fin.sum_univ_two]
  rw [h, Matrix.mulVec_mulVec, echoMatrix]
```

## The propagator in closed form

Let $w\neq0$ satisfy $w^2=k^2-D^2$. The vectors $u_\pm=(k,\ \pm w-iD)$ obey $Lu_\pm=(-k\pm w)u_\pm$: the first component is immediate, and the second uses $w^2=k^2-D^2$. Since $(L+k)u_\pm=\pm w\,u_\pm$ and $\cosh wt\pm\sinh wt=e^{\pm wt}$,

$$E=e^{-kt}\Big[\cosh(wt)\,\mathbb 1+\frac{\sinh wt}{w}(L+k)\Big],$$

because both sides agree on $u_+$ and $u_-$.

The Lean proof rests on `Matrix.exp_conj`, which says that $e^{UAU^{-1}}=Ue^AU^{-1}$ for invertible $U$. The columns of `U` are $u_\pm$, and `h1` states $tL\,U=U\Lambda$ with $\Lambda$ diagonal. Reading `Matrix.mul_nonsing_inv_cancel_right` backwards writes $tL$ as $(tL\,U)U^{-1}=U\Lambda U^{-1}$, so only scalar exponentials remain. The same rewriting of the claimed answer puts $U^{-1}$ at the right of both sides, where `congr 1` removes it; the inverse is never computed. The condition $k\ne0$ belongs to this choice of eigenvectors, since $\det U=-2kw$.

```lean
/-- Closed form of the free evolution for nonzero exchange rate `k` and any nonzero complex
`w` with `w² = k² - D²`. -/
theorem propagator_eq (k D t : ℝ) (w : ℂ) (hk : k ≠ 0) (hw : w ≠ 0)
    (h : w ^ 2 = (k : ℂ) ^ 2 - (D : ℂ) ^ 2) :
    propagator k D t = Complex.exp (-(k * t)) •
      !![Complex.cosh (w * t) + Complex.I * D * (Complex.sinh (w * t) / w),
          k * (Complex.sinh (w * t) / w);
        k * (Complex.sinh (w * t) / w),
          Complex.cosh (w * t) - Complex.I * D * (Complex.sinh (w * t) / w)] := by
  have ext2 : ∀ {a b c d a' b' c' d' : ℂ}, a = a' → b = b' → c = c' → d = d' →
      !![a, b; c, d] = !![a', b'; c', d'] := by
    intro a b c d a' b' c' d' h1 h2 h3 h4
    rw [h1, h2, h3, h4]
  have hsm : ∀ g a b c d : ℂ, g • !![a, b; c, d] = !![g * a, g * b; g * c, g * d] := by
    intro g a b c d
    ext i j
    fin_cases i <;> fin_cases j <;> rfl
  have hdiag : ∀ a b : ℂ, Matrix.diagonal ![a, b] = !![a, 0; 0, b] := by
    intro a b
    ext i j
    fin_cases i <;> fin_cases j <;> simp
  -- the columns of `U` are eigenvectors of the exchange matrix
  let U : Matrix (Fin 2) (Fin 2) ℂ :=
    !![(k : ℂ), (k : ℂ); w - Complex.I * D, -w - Complex.I * D]
  have hU : IsUnit U.det := by
    have hd : U.det = -2 * k * w := by
      simp only [U, Matrix.det_fin_two_of]
      ring
    rw [hd, isUnit_iff_ne_zero]
    exact mul_ne_zero (mul_ne_zero (by norm_num) (Complex.ofReal_ne_zero.mpr hk)) hw
  have h1 : ((t : ℂ) • exchangeMatrix k D) * U
      = U * Matrix.diagonal ![t * (w - k), t * (-w - k)] := by
    simp only [U]
    rw [exchangeMatrix, hsm, hdiag, Matrix.mul_fin_two, Matrix.mul_fin_two]
    apply ext2
    · ring
    · ring
    · linear_combination (-(t : ℂ)) * h + t * (D : ℂ) ^ 2 * Complex.I_sq
    · linear_combination (-(t : ℂ)) * h + t * (D : ℂ) ^ 2 * Complex.I_sq
  have hexp : NormedSpace.exp ![t * (w - k), t * (-w - k)]
      = ![Complex.exp (t * (w - k)), Complex.exp (t * (-w - k))] := by
    ext i
    have hi : NormedSpace.exp ![t * (w - k), t * (-w - k)] i
        = NormedSpace.exp (![t * (w - k), t * (-w - k)] i) :=
      NormedSpace.map_exp (Pi.evalRingHom (fun _ : Fin 2 => ℂ) i) (continuous_apply i) _
    rw [hi, ← Complex.exp_eq_exp_ℂ]
    fin_cases i <;> simp
  have e1 : Complex.exp (t * (w - k))
      = Complex.exp (-(k * t)) * (Complex.cosh (w * t) + Complex.sinh (w * t)) := by
    rw [Complex.cosh_add_sinh, ← Complex.exp_add]
    congr 1
    ring
  have e2 : Complex.exp (t * (-w - k))
      = Complex.exp (-(k * t)) * (Complex.cosh (w * t) - Complex.sinh (w * t)) := by
    rw [Complex.cosh_sub_sinh, ← Complex.exp_add]
    congr 1
    ring
  have hs : Complex.sinh (w * t) = w * (Complex.sinh (w * t) / w) := by
    field_simp
  rw [propagator, ← Matrix.mul_nonsing_inv_cancel_right U ((t : ℂ) • exchangeMatrix k D) hU,
    h1, Matrix.exp_conj _ _ ((Matrix.isUnit_iff_isUnit_det U).2 hU), Matrix.exp_diagonal,
    hexp, e1, e2]
  generalize Complex.sinh (w * t) / w = S at hs ⊢
  rw [hs]
  generalize Complex.cosh (w * t) = c
  generalize Complex.exp (-(k * t)) = g
  -- it remains to compare both sides on the eigenvectors
  rw [← Matrix.mul_nonsing_inv_cancel_right U (g • _) hU]
  congr 1
  simp only [U]
  rw [hsm, hdiag, Matrix.mul_fin_two, Matrix.mul_fin_two]
  apply ext2
  · ring
  · ring
  · linear_combination g * S * h - g * S * (D : ℂ) ^ 2 * Complex.I_sq
  · linear_combination g * S * h - g * S * (D : ℂ) ^ 2 * Complex.I_sq
```

## Two invariants of the echo

Write $g=e^{-kt}$, $c=\cosh wt$ and $S=\sinh(wt)/w$, and suppose that all three are real. Then $\det E=g^2\,(c^2-(k^2-D^2)S^2)$ is real, and $\det(E\bar E)$ is its square. Since $E$ is symmetric, the trace is the sum of the squared moduli of its entries:

$$\operatorname{tr}(E\bar E)=2g^2\big(c^2+(k^2+D^2)S^2\big).$$

The lemma takes arbitrary real $g,c,S$, so it serves both exchange regimes. The `linear_combination` steps supply $i^2=-1$.

```lean
/-- Determinant and trace of the echo matrix for an evolution of the closed form above with
real coefficients `g`, `c` and `S`. -/
theorem echo_invariants (k D g c S : ℝ) {E : Matrix (Fin 2) (Fin 2) ℂ}
    (hE : E = (g : ℂ) • !![(c : ℂ) + Complex.I * D * S, (k : ℂ) * S;
      (k : ℂ) * S, (c : ℂ) - Complex.I * D * S]) :
    (echoMatrix E).det = ((g ^ 4 * (c ^ 2 - (k ^ 2 - D ^ 2) * S ^ 2) ^ 2 : ℝ) : ℂ) ∧
    (echoMatrix E).trace = ((2 * g ^ 2 * (c ^ 2 + (k ^ 2 + D ^ 2) * S ^ 2) : ℝ) : ℂ) := by
  have hmap : E.map (starRingEnd ℂ) = (g : ℂ) • !![(c : ℂ) - Complex.I * D * S, (k : ℂ) * S;
      (k : ℂ) * S, (c : ℂ) + Complex.I * D * S] := by
    rw [hE]
    ext i j
    fin_cases i <;> fin_cases j <;> simp [sub_eq_add_neg]
  rw [echoMatrix, hmap, hE]
  constructor
  · simp only [Matrix.det_mul, Matrix.det_smul, Fintype.card_fin, Matrix.det_fin_two_of]
    push_cast
    linear_combination (-((g : ℂ) ^ 4 * (D ^ 2 * S ^ 2) * (2 * (c ^ 2 - k ^ 2 * S ^ 2)
      + D ^ 2 * S ^ 2 - Complex.I ^ 2 * (D ^ 2 * S ^ 2)))) * Complex.I_sq
  · simp only [Matrix.smul_mul, Matrix.mul_smul, Matrix.trace_smul, Matrix.mul_fin_two,
      Matrix.trace_fin_two_of, smul_eq_mul]
    push_cast
    linear_combination (-(2 * (g : ℂ) ^ 2 * D ^ 2 * S ^ 2)) * Complex.I_sq
```

For $D^2<k^2$ take $w=\sqrt{k^2-D^2}$. Then $c^2-w^2S^2=1$, so the determinant is $g^4=e^{-4kt}$. For the trace,

$$c^2+(k^2+D^2)S^2=\frac{(k^2-D^2)\cosh^2 wt+(k^2+D^2)\sinh^2 wt}{w^2}=\frac{k^2\cosh 2wt-D^2}{w^2}.$$

The theorem holds for every real $t$ and includes the case $k>D>0$.

```lean
/-- Fast exchange, `D² < k²`: determinant and trace of the CPMG echo matrix, with
`w = √(k² - D²)`. -/
theorem cpmg_echo_fast {k D w : ℝ} (t : ℝ) (h : D ^ 2 < k ^ 2)
    (hw : w = √(k ^ 2 - D ^ 2)) :
    (echoMatrix (propagator k D t)).det = (Real.exp (-(4 * k * t)) : ℂ) ∧
    (echoMatrix (propagator k D t)).trace = ((2 * Real.exp (-(2 * k * t)) *
      ((k ^ 2 * Real.cosh (2 * (w * t)) - D ^ 2) / w ^ 2) : ℝ) : ℂ) := by
  have hw0 : w ≠ 0 := by
    rw [hw]
    exact (Real.sqrt_pos.mpr (by linarith)).ne'
  have hw2 : w ^ 2 = k ^ 2 - D ^ 2 := by rw [hw, Real.sq_sqrt (by linarith)]
  have hk : k ≠ 0 := by
    rintro rfl
    nlinarith [sq_nonneg D]
  have hE := propagator_eq k D t (w : ℂ) hk (Complex.ofReal_ne_zero.mpr hw0)
    (by exact_mod_cast hw2)
  obtain ⟨hd, ht⟩ := echo_invariants k D (Real.exp (-(k * t))) (Real.cosh (w * t))
    (Real.sinh (w * t) / w) (E := propagator k D t) (by push_cast; exact hE)
  have hs : w ^ 2 * (Real.sinh (w * t) / w) ^ 2 = Real.sinh (w * t) ^ 2 := by field_simp
  have hc := Real.cosh_sq (w * t)
  refine ⟨hd.trans (congrArg Complex.ofReal ?_), ht.trans (congrArg Complex.ofReal ?_)⟩
  · have h1 : Real.cosh (w * t) ^ 2 - (k ^ 2 - D ^ 2) * (Real.sinh (w * t) / w) ^ 2 = 1 := by
      rw [← hw2, hs]
      linarith
    rw [h1, one_pow, mul_one, ← Real.exp_nat_mul]
    congr 1
    push_cast
    ring
  · have hg : Real.exp (-(k * t)) ^ 2 = Real.exp (-(2 * k * t)) := by
      rw [← Real.exp_nat_mul]
      congr 1
      push_cast
      ring
    rw [hg, Real.cosh_two_mul]
    congr 1
    rw [eq_div_iff (pow_ne_zero 2 hw0)]
    linear_combination Real.cosh (w * t) ^ 2 * hw2 + (k ^ 2 + D ^ 2) * hs - D ^ 2 * hc
```

For $k^2<D^2$ and $k\neq0$, put $w=i\nu$ with $\nu=\sqrt{D^2-k^2}$. Now $c=\cos\nu t$ and $S=\sin(\nu t)/\nu$, and the same algebra gives

$$\operatorname{tr}(E\bar E)=2e^{-2kt}\,\frac{D^2-k^2\cos 2\nu t}{\nu^2}.$$

The borderline $k^2=D^2$ belongs to neither theorem.

```lean
/-- Slow exchange, `k² < D²` with `k` nonzero: the trace of the CPMG echo matrix is
`2 exp (-2kt) (D² - k² cos (2νt)) / ν²`, where `ν = √(D² - k²)`. -/
theorem cpmg_echo_slow {k D ν : ℝ} (t : ℝ) (hk : k ≠ 0) (h : k ^ 2 < D ^ 2)
    (hν : ν = √(D ^ 2 - k ^ 2)) :
    (echoMatrix (propagator k D t)).trace = ((2 * Real.exp (-(k * t)) ^ 2 *
      ((D ^ 2 - k ^ 2 * Real.cos (2 * (ν * t))) / ν ^ 2) : ℝ) : ℂ) := by
  have hν0 : ν ≠ 0 := by
    rw [hν]
    exact (Real.sqrt_pos.mpr (by linarith)).ne'
  have hν2 : ν ^ 2 = D ^ 2 - k ^ 2 := by rw [hν, Real.sq_sqrt (by linarith)]
  have hν2c : (ν : ℂ) ^ 2 = (D : ℂ) ^ 2 - (k : ℂ) ^ 2 := by exact_mod_cast hν2
  -- the closed form at the imaginary value `w = iν`
  have hE := propagator_eq k D t (ν * Complex.I) hk
    (mul_ne_zero (Complex.ofReal_ne_zero.mpr hν0) Complex.I_ne_zero)
    (by linear_combination (ν : ℂ) ^ 2 * Complex.I_sq - hν2c)
  rw [show (ν : ℂ) * Complex.I * t = (ν * t) * Complex.I by ring, Complex.cosh_mul_I,
    Complex.sinh_mul_I, mul_div_mul_right _ _ Complex.I_ne_zero] at hE
  have ht := (echo_invariants k D (Real.exp (-(k * t))) (Real.cos (ν * t))
    (Real.sin (ν * t) / ν) (E := propagator k D t) (by push_cast; exact hE)).2
  have hs : ν ^ 2 * (Real.sin (ν * t) / ν) ^ 2 = Real.sin (ν * t) ^ 2 := by field_simp
  refine ht.trans (congrArg Complex.ofReal ?_)
  rw [Real.cos_two_mul]
  congr 1
  rw [eq_div_iff (pow_ne_zero 2 hν0)]
  linear_combination Real.cos (ν * t) ^ 2 * hν2 + (k ^ 2 + D ^ 2) * hs
    + (k ^ 2 + D ^ 2) * Real.sin_sq_add_cos_sq (ν * t)
```

## Decay factors in fast exchange

Return to $D^2<k^2$ and define $\xi$ by $\sinh\xi=k\sinh(wt)/w$. Then

$$\cosh2\xi=1+2\sinh^2\xi=\frac{k^2\cosh2wt-D^2}{w^2},$$

so the trace is $e^{-2kt+2\xi}+e^{-2kt-2\xi}$, and the determinant is the product of these two terms. They are therefore the roots of $x^2-x\operatorname{tr}(E\bar E)+\det(E\bar E)$, the characteristic polynomial; at $t=0$ they coincide.

In a simulated relaxation-dispersion experiment with equal populations, let $t$ now be the whole spacing between ideal pulses, not half of it as in the repeated block above. Then two successive intervals, each closed by a pulse, act as $\bar EE$, which has the same eigenvalues as $E\bar E$. For $k,t>0$ the slower decay rate is then $k-\xi/t$, a physical reading added here to the checked factorisation.

```lean
/-- Fast exchange, `D² < k²`: the characteristic polynomial of the CPMG echo matrix has the
roots `exp (-2kt ± 2ξ)`, where `sinh ξ = k sinh(wt)/w` and `w = √(k² - D²)`. -/
theorem cpmg_echo_charpoly {k D w ξ : ℝ} (t : ℝ) (h : D ^ 2 < k ^ 2)
    (hw : w = √(k ^ 2 - D ^ 2)) (hξ : Real.sinh ξ = k * (Real.sinh (w * t) / w)) (x : ℂ) :
    (x • (1 : Matrix (Fin 2) (Fin 2) ℂ) - echoMatrix (propagator k D t)).det
      = (x - (Real.exp (-(2 * k * t) + 2 * ξ) : ℂ))
        * (x - (Real.exp (-(2 * k * t) - 2 * ξ) : ℂ)) := by
  have hw0 : w ≠ 0 := by
    rw [hw]
    exact (Real.sqrt_pos.mpr (by linarith)).ne'
  have hw2 : w ^ 2 = k ^ 2 - D ^ 2 := by rw [hw, Real.sq_sqrt (by linarith)]
  obtain ⟨hd, ht⟩ := cpmg_echo_fast t h hw
  have hchar : ∀ A : Matrix (Fin 2) (Fin 2) ℂ,
      (x • (1 : Matrix (Fin 2) (Fin 2) ℂ) - A).det = x ^ 2 - A.trace * x + A.det := by
    intro A
    simp [Matrix.det_fin_two, Matrix.trace_fin_two]
    ring
  have hs : w ^ 2 * (Real.sinh (w * t) / w) ^ 2 = Real.sinh (w * t) ^ 2 := by field_simp
  -- the reduced trace is a hyperbolic cosine
  have hY : (k ^ 2 * Real.cosh (2 * (w * t)) - D ^ 2) / w ^ 2 = Real.cosh (2 * ξ) := by
    rw [Real.cosh_two_mul, Real.cosh_two_mul, Real.cosh_sq ξ, hξ,
      div_eq_iff (pow_ne_zero 2 hw0)]
    linear_combination k ^ 2 * Real.cosh_sq (w * t) - 2 * k ^ 2 * hs - hw2
  have hsum : 2 * Real.exp (-(2 * k * t)) * Real.cosh (2 * ξ)
      = Real.exp (-(2 * k * t) + 2 * ξ) + Real.exp (-(2 * k * t) - 2 * ξ) := by
    rw [Real.cosh_eq, sub_eq_add_neg, Real.exp_add, Real.exp_add]
    ring
  have hprod : Real.exp (-(4 * k * t))
      = Real.exp (-(2 * k * t) + 2 * ξ) * Real.exp (-(2 * k * t) - 2 * ξ) := by
    rw [← Real.exp_add]
    congr 1
    ring
  rw [hchar, hd, ht, hY, hsum, hprod, Complex.ofReal_add, Complex.ofReal_mul]
  ring

end

end CPMGExchangeEcho
```

```lean
#print axioms CPMGExchangeEcho.echo_sequence
-- 'CPMGExchangeEcho.echo_sequence' depends on axioms: [propext, Classical.choice, Quot.sound]
#print axioms CPMGExchangeEcho.cpmg_echo_fast
-- 'CPMGExchangeEcho.cpmg_echo_fast' depends on axioms: [propext, Classical.choice, Quot.sound]
#print axioms CPMGExchangeEcho.cpmg_echo_slow
-- 'CPMGExchangeEcho.cpmg_echo_slow' depends on axioms: [propext, Classical.choice, Quot.sound]
#print axioms CPMGExchangeEcho.cpmg_echo_charpoly
-- 'CPMGExchangeEcho.cpmg_echo_charpoly' depends on axioms: [propext, Classical.choice, Quot.sound]
```
